# Without spin polarization, the VWN correlation potential is the correlation energy per electron minus a rational function of √r_s

A self-consistent local-density calculation without spin polarization needs two numbers from the correlation energy of the uniform electron gas at density \(n\): the energy per electron \(e\), and the potential \(v=d(n e)/dn\). In the Vosko–Wilk–Nusair (VWN) parametrization, \(e\) is a function of \(x=\sqrt{r_s}\), where \(r_s\) is the Wigner–Seitz radius. With the parameter \(b\) set to zero, this function is short:

\[
e(x)=A\ln\frac{x^2}{x^2+c},\qquad c>0 .
\]

Its slope is a difference of two fractions that combine into one:

\[
e'(x)=A\left(\frac{2}{x}-\frac{2x}{x^2+c}\right)=\frac{2Ac}{x(x^2+c)} .
\]

Since \(x\) varies as \(n^{-1/6}\), the potential is \(v=e-\frac{x}{6}e'=e-\frac{A}{3}\frac{c}{x^2+c}\). The logarithm survives only inside \(e\). For \(b>0\) the energy gains a second logarithm and an arctangent, and the correction is still rational.

## The correction term for general parameters

Let \(X(x)=x^2+bx+c\), \(Q=\sqrt{4c-b^2}\) and \(T(x)=\arctan\frac{Q}{2x+b}\). The energy per electron is

\[
e=A\left[\ln\frac{x^2}{X}+\frac{2bT}{Q}-\frac{b x_0}{X(x_0)}\left(\ln\frac{(x-x_0)^2}{X}+\frac{2(b+2x_0)T}{Q}\right)\right].
\]

For \(b\ge 0\), \(b^2<4c\) and \(x_0<0<x\),

\[
\frac{x}{6}e'=\frac{A}{3}\,\frac{c(x-x_0)-b x_0 x}{(x-x_0)X},\qquad v=e-\frac{x}{6}e' .
\]

The four parameters are fitted or fixed by limits of the electron gas, and here they are simply given. \(A\) is the coefficient of \(\ln r_s\) at high density, and it carries the energy unit. The condition \(b^2<4c\) keeps \(X\) free of real zeros, \(x_0<0\) keeps the zero of \(x-x_0\) away from physical densities, and \(b\ge0\) keeps the argument of the arctangent finite at every density.

If \(A>0\), the correction is positive, so \(v<e\) at every density.

## Energy and potential in a local-density routine

A local-density calculation puts \(v\) into the Kohn–Sham Hamiltonian and \(e\) into the total energy. If the two come from inconsistent formulas, the self-consistent density is in general not a stationary point of the energy that the code reports. In a calculation without spin polarization, the closed form gives a \(v\) that matches \(e\) without numerical differentiation.

It also offers two simple checks on an implementation: \(v\) should agree with a finite difference of \(n e\), and for \(A>0\) it should lie below \(e\), up to rounding.

## From the arctangent to the density derivative

**The arctangent.** Write \(u=Q/(2x+b)\). Then \(u'=-2Q/(2x+b)^2\). Because \((2x+b)^2+Q^2=4X\), we have \(1+u^2=4X/(2x+b)^2\), and so

\[
T'=\frac{u'}{1+u^2}=-\frac{Q}{2X}.
\]

The factor \(Q\) cancels against the \(1/Q\) in the energy.

**The first group.** The logarithm \(\ln(x^2/X)\) has slope \(2/x-(2x+b)/X\), and \(2bT/Q\) has slope \(-b/X\). Their sum is

\[
\frac{2}{x}-\frac{2x+2b}{X}=\frac{2(X-x^2-bx)}{xX}=\frac{2c}{xX}.
\]

**The second group.** In the same way, the inner bracket has slope

\[
\frac{2}{x-x_0}-\frac{2x+b}{X}-\frac{b+2x_0}{X}
=\frac{2\left[X-(x-x_0)(x+x_0+b)\right]}{(x-x_0)X}
=\frac{2X(x_0)}{(x-x_0)X},
\]

since \(X(x)-X(x_0)=(x-x_0)(x+x_0+b)\). The prefactor \(b x_0/X(x_0)\) removes \(X(x_0)\).

**The slope of the energy.** Putting both groups together,

\[
e'=A\left[\frac{2c}{xX}-\frac{2b x_0}{(x-x_0)X}\right]
=\frac{2A\left[c(x-x_0)-b x_0x\right]}{x(x-x_0)X}.
\]

Multiplication by \(x/6\) gives the stated correction.

**The density.** From \(r_s=(3/(4\pi n))^{1/3}\) follow \(dr_s/dn=-r_s/(3n)\) and

\[
\frac{dx}{dn}=\frac{1}{2\sqrt{r_s}}\frac{dr_s}{dn}=-\frac{x}{6n}.
\]

The product rule then gives

\[
v=\frac{d(ne)}{dn}=e+n\,e'\left(-\frac{x}{6n}\right)=e-\frac{x}{6}e' .
\]

**The sign.** From \(4c>b^2\ge0\) we get \(c>0\). Then \(c(x-x_0)>0\) and \(-b x_0x\ge0\), while \(x-x_0\) and \(X\) are positive. For \(A>0\) the correction is therefore positive.

## The Lean file

```lean
import Mathlib

open Filter Topology
open scoped Real

namespace VWNCorrelation

noncomputable section

/-- The quadratic `X(x) = x² + b x + c` of the VWN parametrization. -/
def quad (b c x : ℝ) : ℝ := x ^ 2 + b * x + c

/-- The constant `Q = √(4c - b²)`, used for `b² < 4c`. -/
def rootDisc (b c : ℝ) : ℝ := √(4 * c - b ^ 2)

/-- The angle `T = arctan (Q / (2x + b))`, used for `2x + b > 0`. -/
def angle (b c x : ℝ) : ℝ := Real.arctan (rootDisc b c / (2 * x + b))

/-- The VWN correlation energy per electron as a function of `x = √r_s`,
for `b ≥ 0`, `b² < 4c` and `x0 < 0 < x`. -/
def energy (A b c x0 x : ℝ) : ℝ :=
  A * (Real.log (x ^ 2 / quad b c x) + 2 * b * angle b c x / rootDisc b c
    - b * x0 / quad b c x0 * (Real.log ((x - x0) ^ 2 / quad b c x)
      + 2 * (b + 2 * x0) * angle b c x / rootDisc b c))

/-- The Wigner-Seitz radius `r_s = (3 / (4πn))^(1/3)` at density `n > 0`. -/
def seitzRadius (n : ℝ) : ℝ := (3 / (4 * π * n)) ^ (1 / 3 : ℝ)

variable {b c x0 x : ℝ}

/-- For `b² < 4c` the quadratic `X` is positive everywhere. -/
theorem quad_pos (hbc : b ^ 2 < 4 * c) (x : ℝ) : 0 < quad b c x := by
  unfold quad
  nlinarith [sq_nonneg (2 * x + b)]

/-- For `b² < 4c` and `2x + b > 0` the angle obeys `T' = -Q / (2X)`. -/
theorem hasDerivAt_angle (hbc : b ^ 2 < 4 * c) (hx : 0 < 2 * x + b) :
    HasDerivAt (angle b c) (-rootDisc b c / (2 * quad b c x)) x := by
  have hX := (quad_pos hbc x).ne'
  have hne := hx.ne'
  have hQ : rootDisc b c ^ 2 = 4 * c - b ^ 2 := Real.sq_sqrt (by linarith)
  have h1 : HasDerivAt (fun y : ℝ => 2 * y + b) 2 x :=
    (((hasDerivAt_id' x).const_mul (2 : ℝ)).add_const b).congr_deriv (by norm_num)
  -- the identity (2x + b)² + Q² = 4X
  have e1 : 1 + (rootDisc b c / (2 * x + b)) ^ 2 = 4 * quad b c x / (2 * x + b) ^ 2 := by
    rw [div_pow, hQ, quad]
    field_simp
    ring
  have h := ((hasDerivAt_const x (rootDisc b c)).fun_div h1 hne).arctan
  refine h.congr_deriv ?_
  rw [e1]
  field_simp
  ring

/-- For `b² < 4c` and `x ≠ s`, the logarithm `ln ((x - s)² / X)` has derivative
`2/(x - s) - (2x + b)/X`. -/
theorem hasDerivAt_logRatio (hbc : b ^ 2 < 4 * c) {s : ℝ} (hs : x ≠ s) :
    HasDerivAt (fun y => Real.log ((y - s) ^ 2 / quad b c y))
      (2 / (x - s) - (2 * x + b) / quad b c x) x := by
  have hX := (quad_pos hbc x).ne'
  have hne : x - s ≠ 0 := sub_ne_zero.mpr hs
  have h1 : HasDerivAt (fun y : ℝ => (y - s) ^ 2) (2 * (x - s)) x :=
    (((hasDerivAt_id' x).sub_const s).fun_pow 2).congr_deriv (by norm_num)
  have h2 : HasDerivAt (fun y => quad b c y) (2 * x + b) x :=
    ((((hasDerivAt_id' x).fun_pow 2).fun_add
      ((hasDerivAt_id' x).const_mul b)).add_const c).congr_deriv (by norm_num)
  refine ((h1.fun_div h2 hX).log (div_ne_zero (pow_ne_zero 2 hne) hX)).congr_deriv ?_
  field_simp

/-- The slope of the VWN energy in `x = √r_s` is a rational function of `x`,
for `b ≥ 0`, `b² < 4c` and `x0 < 0 < x`. -/
theorem hasDerivAt_energy (A : ℝ) (hb : 0 ≤ b) (hbc : b ^ 2 < 4 * c) (h0 : x0 < 0)
    (hx : 0 < x) : HasDerivAt (energy A b c x0)
      (2 * A * (c * (x - x0) - b * x0 * x) / (x * (x - x0) * quad b c x)) x := by
  have hX := (quad_pos hbc x).ne'
  have hX0 := (quad_pos hbc x0).ne'
  have hxne := hx.ne'
  have hd : x - x0 ≠ 0 := by linarith
  have hQ : rootDisc b c ≠ 0 := (Real.sqrt_pos.mpr (by linarith)).ne'
  have hT := hasDerivAt_angle hbc (show 0 < 2 * x + b by linarith)
  have hl : HasDerivAt (fun y => Real.log (y ^ 2 / quad b c y))
      (2 / x - (2 * x + b) / quad b c x) x := by
    simpa only [sub_zero] using hasDerivAt_logRatio hbc (s := 0) hxne
  have hl0 := hasDerivAt_logRatio hbc (show x ≠ x0 by linarith)
  have h := ((hl.fun_add ((hT.const_mul (2 * b)).div_const (rootDisc b c))).fun_sub
    ((hl0.fun_add ((hT.const_mul (2 * (b + 2 * x0))).div_const (rootDisc b c))).const_mul
      (b * x0 / quad b c x0))).const_mul A
  -- each group of logarithm and arctangent collapses to a single fraction
  have e1 : 2 / x - (2 * x + b) / quad b c x
      + 2 * b * (-rootDisc b c / (2 * quad b c x)) / rootDisc b c
      = 2 * c / (x * quad b c x) := by
    field_simp
    simp only [quad]
    ring
  have e2 : 2 / (x - x0) - (2 * x + b) / quad b c x
      + 2 * (b + 2 * x0) * (-rootDisc b c / (2 * quad b c x)) / rootDisc b c
      = 2 * quad b c x0 / ((x - x0) * quad b c x) := by
    field_simp
    simp only [quad]
    ring
  refine h.congr_deriv ?_
  rw [e1, e2]
  field_simp

/-- The slope of the VWN energy in `x`, multiplied by `x/6`:
`(x/6) e' = (A/3) (c(x - x0) - b x0 x) / ((x - x0) X)` for `b ≥ 0`, `b² < 4c` and `x0 < 0 < x`. -/
theorem sixth_mul_deriv_energy (A : ℝ) (hb : 0 ≤ b) (hbc : b ^ 2 < 4 * c) (h0 : x0 < 0)
    (hx : 0 < x) : x / 6 * deriv (energy A b c x0) x
      = A / 3 * ((c * (x - x0) - b * x0 * x) / ((x - x0) * quad b c x)) := by
  have hX := (quad_pos hbc x).ne'
  have hd : x - x0 ≠ 0 := by linarith
  rw [(hasDerivAt_energy A hb hbc h0 hx).deriv]
  field_simp
  ring

/-- At density `n > 0` the variable `√r_s` changes with density at the rate `-√r_s / (6n)`. -/
theorem hasDerivAt_sqrt_seitzRadius {n : ℝ} (hn : 0 < n) :
    HasDerivAt (fun m => √(seitzRadius m)) (-√(seitzRadius n) / (6 * n)) n := by
  have hpi := Real.pi_pos
  have hu : 0 < 3 / (4 * π * n) := by positivity
  have hr : 0 < seitzRadius n := Real.rpow_pos_of_pos hu _
  have h1 : HasDerivAt (fun m : ℝ => 3 / (4 * π * m)) (-(3 / (4 * π * n)) / n) n := by
    refine ((hasDerivAt_const n (3 : ℝ)).fun_div
      ((hasDerivAt_id' n).const_mul (4 * π)) (by positivity)).congr_deriv ?_
    field_simp
    ring
  have h2 : HasDerivAt seitzRadius (-seitzRadius n / (3 * n)) n := by
    refine (h1.rpow_const (p := 1 / 3) (Or.inl hu.ne')).congr_deriv ?_
    rw [Real.rpow_sub_one hu.ne', seitzRadius]
    generalize (3 / (4 * π * n)) ^ (1 / 3 : ℝ) = r
    field_simp
  have key : ∀ s r : ℝ, 0 < s → s ^ 2 = r → -r / (3 * n) / (2 * s) = -s / (6 * n) := by
    rintro s r hs rfl
    rw [div_div, div_eq_div_iff (by positivity) (by positivity)]
    ring
  exact (h2.sqrt hr.ne').congr_deriv (key _ _ (Real.sqrt_pos.mpr hr) (Real.sq_sqrt hr.le))

/-- The VWN correlation potential: the derivative of the energy density `n e` with respect to
the density `n > 0`, in closed form at `x = √r_s`, for `b ≥ 0`, `b² < 4c` and `x0 < 0`. -/
theorem hasDerivAt_energyDensity (A : ℝ) (hb : 0 ≤ b) (hbc : b ^ 2 < 4 * c) (h0 : x0 < 0)
    {n : ℝ} (hn : 0 < n) (hx : x = √(seitzRadius n)) :
    HasDerivAt (fun m => m * energy A b c x0 (√(seitzRadius m)))
      (energy A b c x0 x
        - A / 3 * ((c * (x - x0) - b * x0 * x) / ((x - x0) * quad b c x))) n := by
  -- the chain rule turns the slope in x into the correction (x/6) e'
  have key : ∀ y : ℝ, 0 < y → 1 * energy A b c x0 y
      + n * (2 * A * (c * (y - x0) - b * x0 * y) / (y * (y - x0) * quad b c y)
        * (-y / (6 * n))) = energy A b c x0 y
      - A / 3 * ((c * (y - x0) - b * x0 * y) / ((y - x0) * quad b c y)) := by
    intro y hy
    have h1 : n * (-y / (6 * n)) = -y / 6 := by
      rw [mul_div_assoc', div_eq_div_iff (by positivity) (by norm_num)]
      ring
    have h2 := sixth_mul_deriv_energy A hb hbc h0 hy
    rw [(hasDerivAt_energy A hb hbc h0 hy).deriv] at h2
    rw [← h2]
    generalize 2 * A * (c * (y - x0) - b * x0 * y) / (y * (y - x0) * quad b c y) = D
    linear_combination D * h1
  have hpos : 0 < √(seitzRadius n) :=
    Real.sqrt_pos.mpr (Real.rpow_pos_of_pos (by positivity) _)
  subst hx
  have hc := (hasDerivAt_energy A hb hbc h0 hpos).comp n (hasDerivAt_sqrt_seitzRadius hn)
  have hm := (hasDerivAt_id' n).fun_mul hc
  exact hm.congr_deriv (key (√(seitzRadius n)) hpos)

/-- For `A > 0`, `b ≥ 0`, `b² < 4c` and `x0 < 0`, the correlation potential lies strictly
below the correlation energy per electron at every density `n > 0`. -/
theorem potential_lt_energy {A n : ℝ} (hA : 0 < A) (hb : 0 ≤ b) (hbc : b ^ 2 < 4 * c)
    (h0 : x0 < 0) (hn : 0 < n) :
    deriv (fun m => m * energy A b c x0 (√(seitzRadius m))) n
      < energy A b c x0 (√(seitzRadius n)) := by
  rw [(hasDerivAt_energyDensity A hb hbc h0 hn rfl).deriv]
  have hy : 0 < √(seitzRadius n) :=
    Real.sqrt_pos.mpr (Real.rpow_pos_of_pos (by positivity) _)
  generalize √(seitzRadius n) = y at hy ⊢
  have hX := quad_pos hbc y
  have hd : 0 < y - x0 := by linarith
  have hc : 0 < c := by nlinarith [sq_nonneg b]
  have hN : 0 < c * (y - x0) - b * x0 * y := by
    nlinarith [mul_pos hc hd, mul_nonneg (mul_nonneg hb (neg_pos.mpr h0).le) hy.le]
  have : 0 < A / 3 * ((c * (y - x0) - b * x0 * y) / ((y - x0) * quad b c y)) :=
    mul_pos (by linarith) (div_pos hN (mul_pos hd hX))
  linarith

end

end VWNCorrelation
```

```lean
#print axioms VWNCorrelation.potential_lt_energy
```

```
'VWNCorrelation.potential_lt_energy' depends on axioms: [propext, Classical.choice, Quot.sound]
```

## What the theorems say about the potential

The definitions follow the formulas above: `quad` is \(X\), `rootDisc` is \(Q\), `angle` is \(T\), and `seitzRadius` is \(r_s\) as a function of density. All quantities are real numbers without attached units; in atomic units, lengths are in bohr. Two names need care. `energy` is the energy per electron, not a total energy, and its last argument is \(\sqrt{r_s}\), not \(r_s\).

`HasDerivAt f d n` says that `f` is differentiable at `n` with derivative `d`. Three theorems carry the result:

- `sixth_mul_deriv_energy` is the identity for \((x/6)e'\), for any real \(A\).
- `hasDerivAt_energyDensity` differentiates \(n\,e(\sqrt{r_s(n)})\) at any \(n>0\) and finds \(e\) minus the rational correction. The potential is thus obtained as a density derivative and is not defined by the formula. The hypothesis `hx` only names \(x=\sqrt{r_s(n)}\).
- `potential_lt_energy` states \(v<e\) for \(A>0\) at every \(n>0\).

The step left to the reader is from this ordinary derivative to the potential of an inhomogeneous system, which is the functional derivative of \(\int n(\mathbf r)\,e(n(\mathbf r))\,d^3r\). In the local-density approximation, that derivative is \(v\) evaluated at the local density.

The theorems hold for every parameter set that meets the stated conditions, but they treat an energy that depends on the density alone, without spin polarization. A spin-dependent potential also needs the derivative with respect to polarization. Nothing is stated about how well the fit describes the electron gas, or about rounding in floating-point evaluation.

## How the Lean steps match the algebra

`quad_pos` obtains \(X>0\) from the square \((2x+b)^2\) and the bound \(b^2<4c\). `hasDerivAt_angle` proves the identity for \(1+u^2\) as `e1` and inserts it into the derivative of the arctangent.

`hasDerivAt_logRatio` treats \(\ln((x-s)^2/X)\) for a general shift \(s\ne x\), so one lemma serves both logarithms, with \(s=0\) and \(s=x_0\). In `hasDerivAt_energy`, the derivative rules first assemble the raw slope. The equations `e1` and `e2` are then the two collapses derived above; `field_simp` clears the denominators and `ring` checks the remaining polynomial identity. `sixth_mul_deriv_energy` multiplies the result by \(x/6\).

`hasDerivAt_sqrt_seitzRadius` differentiates \(3/(4\pi n)\), then the cube root, then the square root. Its `key` step is the simplification from \(-r_s/(3n)\) divided by \(2\sqrt{r_s}\) to \(-\sqrt{r_s}/(6n)\).

`hasDerivAt_energyDensity` combines the two slopes by the chain rule (`comp`) and the product rule (`fun_mul`). Its own `key` step cancels the density \(n\) and recognizes \((x/6)e'\). Finally, `potential_lt_energy` replaces the derivative by its closed form and proves the correction positive, factor by factor, as in the sign argument.
